# For fixed equal weights, a shared T-move displaces at most one electron, while a sweep displaces on average a number proportional to system size

In diffusion Monte Carlo with a nonlocal pseudopotential, a T-move displaces an electron according to the nonlocal part of the Hamiltonian. Suppose a walker holds two distant molecules. If each time step allows one draw shared by all electrons, the molecules compete for a single move. If every electron has its own draw, in a sweep over the electrons, they do not. How does the expected number of displaced electrons grow with the system in each case?

## One draw for the whole system

```lean
import Mathlib

open Filter Topology

namespace TMoveSizeConsistency

noncomputable section

variable {ι κ : Type*} [Fintype ι] [Fintype κ]
```

The finite types `ι` and `κ` label the electrons of two systems.

```lean
/-- Heat-bath probabilities of one shared T-move: no move has weight `1`, a move of electron `i` has
weight `x i`. The weights are meant to be nonnegative. -/
def sharedProb (x : ι → ℝ) : Option ι → ℝ
  | none => 1 / (1 + ∑ j, x j)
  | some i => x i / (1 + ∑ j, x j)
```

Electron $i$ has weight $x_i$, the total weight of its allowed nonlocal displacements at the given time step; staying put has weight 1. An outcome is an element of `Option ι`: either `none` (no move) or `some i` (electron $i$ moves). With $X=\sum_j x_j$, the probabilities are

$$P(\text{none})=\frac{1}{1+X},\qquad P(i)=\frac{x_i}{1+X}.$$

The weights are fixed numbers here, whereas in a simulation they depend on the electron positions.

```lean
/-- Number of electrons moved in an outcome of the shared draw. -/
def movedCount {α : Type*} : Option α → ℝ
  | none => 0
  | some _ => 1
```

The count is 0 for no move and 1 otherwise.

```lean
/-- Expected number of electrons moved by one shared T-move, for nonnegative weights. -/
def sharedMean (x : ι → ℝ) : ℝ := ∑ o, movedCount o * sharedProb x o
```

The mean is the sum of count times probability over all outcomes.

```lean
/-- For nonnegative weights the shared T-move has nonnegative probabilities that sum to one. -/
theorem sharedProb_distribution {x : ι → ℝ} (hx : ∀ i, 0 ≤ x i) :
    (∀ o, 0 ≤ sharedProb x o) ∧ ∑ o, sharedProb x o = 1 := by
  have hs : 0 ≤ ∑ j, x j := Finset.sum_nonneg fun i _ => hx i
  have h : 1 + ∑ j, x j ≠ 0 := (by linarith : 0 < 1 + ∑ j, x j).ne'
  constructor
  · rintro (_ | i)
    · exact div_nonneg zero_le_one (by linarith)
    · exact div_nonneg (hx i) (by linarith)
  · rw [Fintype.sum_option]
    simp only [sharedProb]
    rw [← Finset.sum_div, ← add_div, div_self h]
```

A theorem's statement stands before `:=` and its proof after it. The hypothesis `hx` says that all $x_i\ge 0$, so the denominator is at least 1. The probabilities are then nonnegative, and they sum to $(1+X)/(1+X)=1$. `Fintype.sum_option` splits off the no-move term.

```lean
/-- For nonnegative weights the expected count of the shared T-move is one minus the probability
that no electron moves. -/
theorem sharedMean_eq {x : ι → ℝ} (hx : ∀ i, 0 ≤ x i) :
    sharedMean x = 1 - 1 / (1 + ∑ j, x j) := by
  have hs : 0 ≤ ∑ j, x j := Finset.sum_nonneg fun i _ => hx i
  have h : 1 + ∑ j, x j ≠ 0 := (by linarith : 0 < 1 + ∑ j, x j).ne'
  unfold sharedMean
  rw [Fintype.sum_option]
  simp only [movedCount, sharedProb, zero_mul, one_mul, zero_add]
  rw [← Finset.sum_div, eq_sub_iff_add_eq, ← add_div, add_comm (∑ j, x j) 1, div_self h]
```

Only real moves count, so the mean is

$$\sum_i\frac{x_i}{1+X}=\frac{X}{1+X}=1-\frac{1}{1+X}.$$

```lean
/-- With `N` electrons of equal weight `x > 0`, one shared T-move has expected count
`N x / (1 + N x)`, which tends to `1` as `N` grows. -/
theorem sharedMean_uniform {x : ℝ} (hx : 0 < x) :
    (∀ N : ℕ, sharedMean (fun _ : Fin N => x) = N * x / (1 + N * x)) ∧
      Tendsto (fun N : ℕ => sharedMean (fun _ : Fin N => x)) atTop (𝓝 1) := by
  have hform : ∀ N : ℕ, sharedMean (fun _ : Fin N => x) = 1 - 1 / (1 + (N : ℝ) * x) := by
    intro N
    rw [sharedMean_eq (fun _ => hx.le)]
    simp only [Finset.sum_const, Finset.card_univ, Fintype.card_fin, nsmul_eq_mul]
  constructor
  · intro N
    have h : 1 + (N : ℝ) * x ≠ 0 := by positivity
    rw [hform, eq_div_iff h, sub_mul, div_mul_cancel₀ _ h]
    ring
  · -- the probability of no move vanishes for large systems
    have ht : Tendsto (fun N : ℕ => 1 + (N : ℝ) * x) atTop atTop :=
      tendsto_atTop_add_const_left _ _ (tendsto_natCast_atTop_atTop.atTop_mul_const hx)
    have h1 := (ht.const_div_atTop 1).const_sub 1
    rw [sub_zero] at h1
    exact h1.congr fun N => (hform N).symm
```

`Fin N` labels $N$ electrons, all of weight $x>0$. Now $X=Nx$, and the mean is $1-1/(1+Nx)=Nx/(1+Nx)$. The `Tendsto` statement says that this approaches 1 as $N\to\infty$: since $x>0$, $Nx$ grows without bound and the probability of no move vanishes.

## One draw per electron

```lean
variable [DecidableEq ι] [DecidableEq κ]

/-- Probability that exactly the electrons in `S` move when each electron makes its own heat-bath
draw between staying (weight `1`) and moving (weight `x i`). The draws are independent, and the
weights are meant to be nonnegative. -/
def sweepProb (x : ι → ℝ) (S : Finset ι) : ℝ :=
  (∏ i ∈ S, x i / (1 + x i)) * ∏ i ∈ Sᶜ, 1 / (1 + x i)
```

An outcome is now the set $S$ of electrons that moved. Write $p_i=x_i/(1+x_i)$ for moving and $q_i=1/(1+x_i)$ for staying. The draws are independent, so

$$P(S)=\prod_{i\in S}p_i\prod_{i\notin S}q_i.$$

In Lean, `Sᶜ` is the complement of $S$.

```lean
/-- Expected number of electrons moved in one electron-by-electron sweep, for nonnegative weights.
-/
def sweepMean (x : ι → ℝ) : ℝ := ∑ S : Finset ι, (S.card : ℝ) * sweepProb x S
```

The mean weights the size of each set, `S.card`, by its probability.

```lean
/-- Summing independent move factors `p` and stay factors `q` over all sets of moved electrons
gives the product of the single-electron sums. -/
theorem sum_subsets (p q : ι → ℝ) :
    ∑ S : Finset ι, (∏ i ∈ S, p i) * ∏ i ∈ Sᶜ, q i = ∏ i, (p i + q i) := by
  rw [Finset.prod_add, Finset.powerset_univ]
  simp only [Finset.compl_eq_univ_sdiff]
```

Expanding $\prod_i(p_i+q_i)$ means choosing $p_i$ or $q_i$ from every factor. Each choice corresponds to one set $S$, so the sum over sets equals the product. This holds for any real $p_i$ and $q_i$.

```lean
/-- For nonnegative weights the sweep has nonnegative probabilities that sum to one. -/
theorem sweepProb_distribution {x : ι → ℝ} (hx : ∀ i, 0 ≤ x i) :
    (∀ S, 0 ≤ sweepProb x S) ∧ ∑ S, sweepProb x S = 1 := by
  refine ⟨fun S => mul_nonneg
    (Finset.prod_nonneg fun i _ => div_nonneg (hx i) (by linarith [hx i]))
    (Finset.prod_nonneg fun i _ => div_nonneg zero_le_one (by linarith [hx i])), ?_⟩
  simp only [sweepProb]
  rw [sum_subsets]
  refine Finset.prod_eq_one fun i _ => ?_
  have h : 1 + x i ≠ 0 := (by linarith [hx i] : 0 < 1 + x i).ne'
  rw [← add_div, add_comm (x i) 1, div_self h]
```

For nonnegative weights $p_i+q_i=1$, so the expansion gives total probability 1.

```lean
/-- For nonnegative weights the expected count of the sweep is the sum of `x i / (1 + x i)`
over the electrons. -/
theorem sweepMean_eq {x : ι → ℝ} (hx : ∀ i, 0 ≤ x i) :
    sweepMean x = ∑ i, x i / (1 + x i) := by
  -- forbidding electron `i` to stay selects the sets that contain `i`
  have hsel : ∀ (i : ι) (S : Finset ι), (if i ∈ S then sweepProb x S else 0) =
      (∏ j ∈ S, x j / (1 + x j)) * ∏ j ∈ Sᶜ, (if j = i then 0 else 1 / (1 + x j)) := by
    intro i S
    by_cases hi : i ∈ S
    · rw [if_pos hi, sweepProb]
      congr 1
      refine Finset.prod_congr rfl fun j hj => ?_
      rw [if_neg]
      intro hji
      exact Finset.mem_compl.mp hj (by rw [hji]; exact hi)
    · rw [if_neg hi]
      symm
      apply mul_eq_zero_of_right
      exact Finset.prod_eq_zero (Finset.mem_compl.mpr hi) (by simp)
  have marg : ∀ i, ∑ S : Finset ι, (if i ∈ S then sweepProb x S else 0) = x i / (1 + x i) := by
    intro i
    rw [Finset.sum_congr rfl fun S _ => hsel i S, sum_subsets, Finset.prod_eq_single i]
    · simp
    · intro j _ hj
      have h : 1 + x j ≠ 0 := (by linarith [hx j] : 0 < 1 + x j).ne'
      rw [if_neg hj, ← add_div, add_comm (x j) 1, div_self h]
    · intro h
      exact absurd (Finset.mem_univ i) h
  -- count the moved electrons one at a time
  calc sweepMean x = ∑ S : Finset ι, ∑ i, (if i ∈ S then sweepProb x S else 0) := by
        unfold sweepMean
        refine Finset.sum_congr rfl fun S _ => ?_
        rw [Finset.sum_ite_mem, Finset.univ_inter, Finset.sum_const, nsmul_eq_mul]
    _ = ∑ i, ∑ S : Finset ι, (if i ∈ S then sweepProb x S else 0) := Finset.sum_comm
    _ = ∑ i, x i / (1 + x i) := Finset.sum_congr rfl fun i _ => marg i
```

Write $|S|=\sum_i \mathbf 1[i\in S]$ and exchange the sums:

$$\sum_S |S|\,P(S)=\sum_i\sum_{S\ni i}P(S).$$

To keep only the sets containing $i$, set $q_i=0$ in the product expansion. The inner sum becomes

$$p_i\prod_{j\ne i}(p_j+q_j)=p_i=\frac{x_i}{1+x_i}.$$

In the proof, `hsel` sets the stay factor to zero, `marg` evaluates the inner sum, and the `calc` block exchanges the sums.

```lean
/-- With `N` electrons of equal weight `x > 0`, the expected count of the sweep is the subset sum
of `card S * x ^ card S / (1 + x) ^ N`, and this sum equals `N x / (1 + x)`. -/
theorem sweepMean_uniform {x : ℝ} (hx : 0 < x) (N : ℕ) :
    sweepMean (fun _ : Fin N => x) =
        ∑ S : Finset (Fin N), (S.card : ℝ) * x ^ S.card / (1 + x) ^ N ∧
      ∑ S : Finset (Fin N), (S.card : ℝ) * x ^ S.card / (1 + x) ^ N = N * x / (1 + x) := by
  have hsum : sweepMean (fun _ : Fin N => x) =
      ∑ S : Finset (Fin N), (S.card : ℝ) * x ^ S.card / (1 + x) ^ N := by
    unfold sweepMean
    refine Finset.sum_congr rfl fun S _ => ?_
    have hc : S.card ≤ N := by simpa using S.card_le_univ
    simp only [sweepProb, Finset.prod_const, Finset.card_compl, Fintype.card_fin]
    rw [div_pow, div_pow, one_pow, div_mul_div_comm, mul_one, ← pow_add,
      Nat.add_sub_of_le hc, mul_div_assoc]
  refine ⟨hsum, ?_⟩
  rw [← hsum, sweepMean_eq (fun _ => hx.le)]
  simp only [Finset.sum_const, Finset.card_univ, Fintype.card_fin, nsmul_eq_mul, mul_div_assoc]
```

For equal weights, each set has probability

$$\left(\frac{x}{1+x}\right)^{|S|}\left(\frac{1}{1+x}\right)^{N-|S|}=\frac{x^{|S|}}{(1+x)^N}.$$

The theorem identifies the mean with the resulting subset sum and evaluates it:

$$\sum_S\frac{|S|\,x^{|S|}}{(1+x)^N}=\frac{Nx}{1+x}.$$

## Joining two systems

```lean
/-- For two subsystems with nonnegative weights, the expected count of a sweep over the joint
system is the sum of the expected counts of the separate sweeps. -/
theorem sweepMean_additive {x : ι → ℝ} {y : κ → ℝ} (hx : ∀ i, 0 ≤ x i) (hy : ∀ j, 0 ≤ y j) :
    sweepMean (Sum.elim x y) = sweepMean x + sweepMean y := by
  have hxy : ∀ k, 0 ≤ Sum.elim x y k := by
    rintro (i | j)
    · exact hx i
    · exact hy j
  rw [sweepMean_eq hxy, sweepMean_eq hx, sweepMean_eq hy, Fintype.sum_sum_type]
  simp only [Sum.elim_inl, Sum.elim_inr]
```

`Sum.elim x y` joins the two lists of weights without changing them, as for subsystems that do not influence each other. The sum over all electrons splits in two, so the sweep means add.

```lean
omit [DecidableEq ι] [DecidableEq κ] in
/-- For two subsystems with nonnegative weights and positive total weights, one shared T-move of
the joint system has a smaller expected count than the two separate shared moves together. -/
theorem sharedMean_strict_subadditive {x : ι → ℝ} {y : κ → ℝ} (hx : ∀ i, 0 ≤ x i)
    (hy : ∀ j, 0 ≤ y j) (hX : 0 < ∑ i, x i) (hY : 0 < ∑ j, y j) :
    sharedMean (Sum.elim x y) < sharedMean x + sharedMean y := by
  have hxy : ∀ k, 0 ≤ Sum.elim x y k := by
    rintro (i | j)
    · exact hx i
    · exact hy j
  -- the deficit in closed form, for total weights `a` and `b`
  have key : ∀ a b : ℝ, 0 < a → 0 < b →
      1 - 1 / (1 + (a + b)) < (1 - 1 / (1 + a)) + (1 - 1 / (1 + b)) := by
    intro a b ha hb
    have h1 : 1 + a ≠ 0 := by positivity
    have h2 : 1 + b ≠ 0 := by positivity
    have h3 : 1 + (a + b) ≠ 0 := by positivity
    have hd : (1 - 1 / (1 + a)) + (1 - 1 / (1 + b)) - (1 - 1 / (1 + (a + b))) =
        a * b * (2 + a + b) / ((1 + a) * (1 + b) * (1 + (a + b))) := by
      rw [eq_div_iff (mul_ne_zero (mul_ne_zero h1 h2) h3)]
      field_simp
      ring
    have hp : 0 < a * b * (2 + a + b) / ((1 + a) * (1 + b) * (1 + (a + b))) := by positivity
    linarith
  rw [sharedMean_eq hxy, sharedMean_eq hx, sharedMean_eq hy, Fintype.sum_sum_type]
  simp only [Sum.elim_inl, Sum.elim_inr]
  exact key _ _ hX hY

end

end TMoveSizeConsistency
```

Let $a=\sum_i x_i$ and $b=\sum_j y_j$, both positive. The separate shared means exceed the joint one by

$$\frac{a}{1+a}+\frac{b}{1+b}-\frac{a+b}{1+a+b}
=\frac{ab}{1+a+b}\left(\frac{1}{1+a}+\frac{1}{1+b}\right)>0.$$

The step `key` proves this inequality with the bracket put over a common denominator.

Both totals must be positive. Take one electron in each system, with weights 1 and 0: the joint mean is $1/2$, and the separate means also sum to $1/2+0=1/2$, so the strict inequality fails.

In this model with fixed weights, a shared draw gives two joined systems, each with positive total weight, fewer moves per step on average than they would have separately, whereas a sweep gives the same average number. The result concerns move counts only and gives no bound on energies or time-step errors.

```lean
#print axioms TMoveSizeConsistency.sharedMean_uniform
-- 'TMoveSizeConsistency.sharedMean_uniform' depends on axioms: [propext, Classical.choice, Quot.sound]
#print axioms TMoveSizeConsistency.sweepMean_uniform
-- 'TMoveSizeConsistency.sweepMean_uniform' depends on axioms: [propext, Classical.choice, Quot.sound]
#print axioms TMoveSizeConsistency.sweepMean_additive
-- 'TMoveSizeConsistency.sweepMean_additive' depends on axioms: [propext, Classical.choice, Quot.sound]
#print axioms TMoveSizeConsistency.sharedMean_strict_subadditive
-- 'TMoveSizeConsistency.sharedMean_strict_subadditive' depends on axioms: [propext, Classical.choice, Quot.sound]
```
